# For fixed positive definite $D$ and fixed $u\neq0$, the condition number of $D+(L^2/\pi)\,uu^{\mathsf T}$ grows as $L^2$ in two or more dimensions

A step length that works in a short cell can make steepest descent diverge in a longer one. Take a quadratic energy in two variables with Hessian $\mathbf 1+(L^2/\pi)\,uu^{\mathsf T}$, $|u|=1$ and $L^2/\pi=1$. The curvatures are 1 and 2, and a step of $2/3$ reduces every error component threefold per iteration. Triple $L$, and the curvature along $u$ becomes 10. The same step now multiplies the error along $u$ by $-17/3$. A shorter step restores convergence, but progress along the soft direction is then slow.

The ratio of largest to smallest curvature measures this difficulty. Let $D$ be real symmetric positive definite with largest eigenvalue $d$ (its spectral norm), and let $a$ and $b$ be the smallest and largest eigenvalues of $H=D+(L^2/\pi)\,uu^{\mathsf T}$. In dimension at least two,

$$\frac ba>\frac{L^2|u|^2}{\pi d}.$$

For direct minimization in electronic structure, this says that a single long-wavelength Hartree mode stiffens the problem as the cell grows, in a model where $D$ and $u$ do not change with $L$.

## The coupling $u$ is fixed and enters through one mode

In Hartree atomic units the Coulomb kernel is $4\pi/G^2$. At the smallest nonzero wavevector of a cell of length $L$, $G=2\pi/L$, it equals $L^2/\pi$. The density at this wavevector has a cosine and a sine part, and the model keeps one of them. The vector $u$ says how strongly each real variational parameter drives that part; volume, occupation and numerical factors are absorbed into it.

The finite type `ι` labels the parameters, `u ⬝ᵥ u` is $|u|^2$, and an eigenvalue is a real number with a nonzero real eigenvector.

In Lean 4 with Mathlib:

```lean
import Mathlib

open Matrix
open scoped Real

namespace HartreeStiffening

variable {ι : Type*} [Fintype ι]

/-- The real eigenvalues of a matrix: the numbers `μ` with `A v = μ v` for some nonzero `v`. -/
def eigenvalueSet (A : Matrix ι ι ℝ) : Set ℝ :=
  {μ | ∃ v : ι → ℝ, v ≠ 0 ∧ A *ᵥ v = μ • v}

/-- The model Hessian `D + (L²/π) u uᵀ`: a short-range part `D` and a long-wavelength
Hartree term with coupling vector `u` in a cell of length `L`. -/
noncomputable def hartreeHessian (D : Matrix ι ι ℝ) (u : ι → ℝ) (L : ℝ) : Matrix ι ι ℝ :=
  D + (L ^ 2 / π) • vecMulVec u u
```

Write $\kappa=L^2/\pi$. Since $(uu^{\mathsf T})v=(u\cdot v)\,u$,

$$v\cdot Hv=v\cdot Dv+\kappa\,(u\cdot v)^2 .$$

`hessian_curvature` is this identity, and the bounds on the eigenvalues of $H$ below rest on it. The vector $v$ is not normalised; the curvature per unit squared length is $v\cdot Hv/(v\cdot v)$.

If $u$ shrank as $1/L$, then $\kappa|u|^2$ would be constant and the lower bound would not grow. How $u$ scales in a real cell depends on the volume normalisation and the orbitals, which the model leaves out.

```lean
/-- The curvature along `v` is that of `D` plus `(L²/π) (u·v)²`. -/
theorem hessian_curvature (D : Matrix ι ι ℝ) (u v : ι → ℝ) (L : ℝ) :
    v ⬝ᵥ hartreeHessian D u L *ᵥ v = v ⬝ᵥ D *ᵥ v + L ^ 2 / π * (u ⬝ᵥ v) ^ 2 := by
  have h : vecMulVec u u *ᵥ v = (u ⬝ᵥ v) • u := by
    ext i
    simp only [Matrix.mulVec, dotProduct, Matrix.vecMulVec_apply, Pi.smul_apply,
      smul_eq_mul, Finset.sum_mul]
    exact Finset.sum_congr rfl (fun j _ => by ring)
  rw [hartreeHessian, Matrix.add_mulVec, Matrix.smul_mulVec, h, dotProduct_add,
    dotProduct_smul, dotProduct_smul, dotProduct_comm v u, smul_eq_mul, smul_eq_mul]
  ring
```

## $D$ is symmetric, and $a$ and $b$ are extreme eigenvalues

The Hessian of a twice continuously differentiable energy is symmetric. By hand, expand $v=\sum_j c_je_j$ in orthonormal eigenvectors of a symmetric $A$ with eigenvalues $\mu_j$. Then $v\cdot Av=\sum_j\mu_jc_j^2$ and $v\cdot v=\sum_jc_j^2$, so

$$\mu_{\min}\,(v\cdot v)\le v\cdot Av\le\mu_{\max}\,(v\cdot v).$$

Conversely, an eigenvector $w$ with eigenvalue $\mu$ satisfies $w\cdot Aw=\mu\,(w\cdot w)$, which is `eigenvalue_curvature`.

```lean
/-- Every eigenvalue is the curvature along some nonzero direction, per unit squared length. -/
theorem eigenvalue_curvature {A : Matrix ι ι ℝ} {μ : ℝ} (h : μ ∈ eigenvalueSet A) :
    ∃ w : ι → ℝ, 0 < w ⬝ᵥ w ∧ w ⬝ᵥ A *ᵥ w = μ * (w ⬝ᵥ w) := by
  obtain ⟨w, hw, h⟩ := h
  refine ⟨w, lt_of_le_of_ne (Finset.sum_nonneg fun i _ => mul_self_nonneg _)
    (Ne.symm (mt dotProduct_self_eq_zero.mp hw)), ?_⟩
  rw [h, dotProduct_smul, smul_eq_mul]

variable [DecidableEq ι]

/-- The numbers supplied by the spectral theorem for a symmetric matrix are eigenvalues. -/
theorem spectral_mem {A : Matrix ι ι ℝ} (hA : A.IsHermitian) (j : ι) :
    hA.eigenvalues j ∈ eigenvalueSet A := by
  refine ⟨(hA.eigenvectorBasis j).ofLp, fun h => ?_, hA.mulVec_eigenvectorBasis j⟩
  apply hA.eigenvectorBasis.orthonormal.ne_zero j
  ext i
  exact congrFun h i
```

The theorems take $a$ and $b$ through `IsLeast` and `IsGreatest`. If they were arbitrary eigenvalues, they could coincide and the ratio would be 1. The next lemma shows that the extremes exist: the eigenvalue set is nonempty by the spectral theorem, and finite because it lies in the matrix spectrum.

```lean
/-- A symmetric matrix of nonzero size has a smallest and a largest eigenvalue. -/
theorem extreme_eigenvalues_exist [Nonempty ι] {A : Matrix ι ι ℝ} (hA : A.IsHermitian) :
    ∃ a b, IsLeast (eigenvalueSet A) a ∧ IsGreatest (eigenvalueSet A) b := by
  have hne : (eigenvalueSet A).Nonempty := ⟨_, spectral_mem hA (Classical.arbitrary ι)⟩
  have hfin : (eigenvalueSet A).Finite := by
    refine (Matrix.finite_real_spectrum (A := A)).subset ?_
    rintro μ ⟨w, hw, h⟩
    rw [spectrum.mem_iff]
    intro hu
    obtain ⟨B, hB⟩ := hu.exists_left_inv
    apply hw
    calc w = (B * (algebraMap ℝ (Matrix ι ι ℝ) μ - A)) *ᵥ w := by rw [hB, Matrix.one_mulVec]
      _ = 0 := by
        rw [← Matrix.mulVec_mulVec, Matrix.sub_mulVec, h, Algebra.algebraMap_eq_smul_one,
          Matrix.smul_mulVec, Matrix.one_mulVec, sub_self, Matrix.mulVec_zero]
  obtain ⟨a, ha, ha'⟩ := Set.exists_min_image _ id hfin hne
  obtain ⟨b, hb, hb'⟩ := Set.exists_max_image _ id hfin hne
  exact ⟨a, b, ⟨ha, fun x hx => ha' x hx⟩, ⟨hb, fun x hx => hb' x hx⟩⟩
```

For the lower Rayleigh bound, the proof shifts $A$ to $A-a\mathbf 1$, which has no negative eigenvalue and is therefore positive semidefinite. The upper bound is the lower one applied to $-A$.

```lean
/-- Rayleigh bound: for a symmetric matrix, a lower bound on the eigenvalues is a lower bound
on the curvature per unit squared length. -/
theorem rayleigh_lower {A : Matrix ι ι ℝ} (hA : A.IsHermitian) {a : ℝ}
    (ha : a ∈ lowerBounds (eigenvalueSet A)) (v : ι → ℝ) :
    a * (v ⬝ᵥ v) ≤ v ⬝ᵥ A *ᵥ v := by
  have hB : (A - a • (1 : Matrix ι ι ℝ)).IsHermitian :=
    hA.sub (by simp [Matrix.IsHermitian])
  -- the shifted matrix has no negative eigenvalue
  have hp : (A - a • (1 : Matrix ι ι ℝ)).PosSemidef := by
    refine hB.posSemidef_iff_eigenvalues_nonneg.mpr (fun j => ?_)
    obtain ⟨w, hw, h⟩ := spectral_mem hB j
    rw [Matrix.sub_mulVec, Matrix.smul_mulVec, Matrix.one_mulVec] at h
    have hm : hB.eigenvalues j + a ∈ eigenvalueSet A :=
      ⟨w, hw, by rw [add_smul]; exact sub_eq_iff_eq_add.mp h⟩
    have := ha hm
    change (0 : ℝ) ≤ hB.eigenvalues j
    linarith
  have h := hp.dotProduct_mulVec_nonneg v
  rw [star_trivial, Matrix.sub_mulVec, Matrix.smul_mulVec, Matrix.one_mulVec,
    dotProduct_sub, dotProduct_smul, smul_eq_mul] at h
  linarith

/-- Rayleigh bound: for a symmetric matrix, an upper bound on the eigenvalues is an upper bound
on the curvature per unit squared length. -/
theorem rayleigh_upper {A : Matrix ι ι ℝ} (hA : A.IsHermitian) {b : ℝ}
    (hb : b ∈ upperBounds (eigenvalueSet A)) (v : ι → ℝ) :
    v ⬝ᵥ A *ᵥ v ≤ b * (v ⬝ᵥ v) := by
  have hn : -b ∈ lowerBounds (eigenvalueSet (-A)) := by
    rintro μ ⟨w, hw, h⟩
    have hm : -μ ∈ eigenvalueSet A :=
      ⟨w, hw, by rw [neg_smul, ← h, Matrix.neg_mulVec, neg_neg]⟩
    have := hb hm
    linarith
  have h := rayleigh_lower hA.neg hn v
  rw [Matrix.neg_mulVec, dotProduct_neg] at h
  linarith
```

Without symmetry both bounds can fail. The matrix $\begin{pmatrix}1&-1\\1&1\end{pmatrix}$ has curvature 1 per unit squared length in every direction but no real eigenvalue, so every real number is vacuously both a lower and an upper bound on its eigenvalues.

## There are at least two parameters

`[Nontrivial ι]` provides a direction that the Hartree term leaves soft. Let $d_1\le d_2$ be the extreme eigenvalues of $D$. Four estimates follow.

- Let $w$ be an eigenvector for $a$. Then $a|w|^2=w\cdot Dw+\kappa(u\cdot w)^2\ge d_1|w|^2$, so $a\ge d_1$.
- Choose $v\ne0$ with $u\cdot v=0$. Then $a|v|^2\le v\cdot Hv=v\cdot Dv\le d_2|v|^2$, so $a\le d_2$.
- For $u\neq0$, $b|u|^2\ge u\cdot Du+\kappa|u|^4\ge(d_1+\kappa|u|^2)|u|^2$, so $b\ge d_1+\kappa|u|^2$. For $u=0$ this reads $d_1\le b$, which follows from $d_1\le a\le b$.
- Let $w$ be an eigenvector for $b$. Cauchy–Schwarz gives $(u\cdot w)^2\le|u|^2|w|^2$, so $b\le d_2+\kappa|u|^2$.

Only the second estimate needs two dimensions. The proof picks indices $i\ne j$ and builds $v$ explicitly: the unit vector $e_i$ if $u_i=0$, otherwise $u_je_i-u_ie_j$.

With one parameter, $H$ is a number and $b/a=1$, while $L^2|u|^2/(\pi d)$ can be as large as one likes.

```lean
/-- In dimension at least two, with `D` symmetric, the smallest Hessian eigenvalue `a` stays
between the extreme eigenvalues `d₁`, `d₂` of `D`, while the largest one, `b`, lies between
`d₁ + L²|u|²/π` and `d₂ + L²|u|²/π`. -/
theorem hessian_eigenvalue_bounds [Nontrivial ι] {D : Matrix ι ι ℝ} (hD : D.IsHermitian)
    (u : ι → ℝ) (L : ℝ) {d₁ d₂ a b : ℝ}
    (h₁ : IsLeast (eigenvalueSet D) d₁) (h₂ : IsGreatest (eigenvalueSet D) d₂)
    (ha : IsLeast (eigenvalueSet (hartreeHessian D u L)) a)
    (hb : IsGreatest (eigenvalueSet (hartreeHessian D u L)) b) :
    (d₁ ≤ a ∧ a ≤ d₂) ∧
      (d₁ + L ^ 2 / π * (u ⬝ᵥ u) ≤ b ∧ b ≤ d₂ + L ^ 2 / π * (u ⬝ᵥ u)) := by
  have hH : (hartreeHessian D u L).IsHermitian := Matrix.IsHermitian.ext fun i j => by
    have h := hD.apply i j
    simp only [star_trivial] at h
    simp only [star_trivial, hartreeHessian, Matrix.add_apply, Matrix.smul_apply,
      Matrix.vecMulVec_apply, smul_eq_mul]
    linear_combination h
  have hk : 0 ≤ L ^ 2 / π := by positivity
  have pos : ∀ x : ι → ℝ, x ≠ 0 → 0 < x ⬝ᵥ x := fun x hx =>
    lt_of_le_of_ne (Finset.sum_nonneg fun i _ => mul_self_nonneg _)
      (Ne.symm (mt dotProduct_self_eq_zero.mp hx))
  have low : d₁ ≤ a := by
    obtain ⟨w, hw, he⟩ := eigenvalue_curvature ha.1
    rw [hessian_curvature] at he
    have := rayleigh_lower hD h₁.2 w
    have := mul_nonneg hk (sq_nonneg (u ⬝ᵥ w))
    exact le_of_mul_le_mul_right (by linarith) hw
  refine ⟨⟨low, ?_⟩, ?_, ?_⟩
  · -- a direction orthogonal to `u` does not feel the Hartree term
    obtain ⟨v, hv, huv⟩ : ∃ v : ι → ℝ, v ≠ 0 ∧ u ⬝ᵥ v = 0 := by
      obtain ⟨i, j, hij⟩ := exists_pair_ne ι
      by_cases hi : u i = 0
      · exact ⟨Pi.single i 1, fun h => by simpa using congrFun h i, by simp [hi]⟩
      · refine ⟨Pi.single i (u j) - Pi.single j (u i), fun h => hi ?_, ?_⟩
        · simpa [Pi.single_apply, hij.symm] using congrFun h j
        · rw [dotProduct_sub, dotProduct_single, dotProduct_single]
          ring
    have h := rayleigh_lower hH ha.2 v
    rw [hessian_curvature, huv] at h
    have := rayleigh_upper hD h₂.2 v
    exact le_of_mul_le_mul_right (by linarith) (pos v hv)
  · -- the direction `u` feels it fully
    by_cases hu : u = 0
    · have := hb.2 ha.1
      rw [hu, dotProduct_zero, mul_zero, add_zero]
      linarith
    · have h := rayleigh_upper hH hb.2 u
      rw [hessian_curvature] at h
      have := rayleigh_lower hD h₁.2 u
      exact le_of_mul_le_mul_right (by linarith) (pos u hu)
  · obtain ⟨w, hw, he⟩ := eigenvalue_curvature hb.1
    rw [hessian_curvature] at he
    have := rayleigh_upper hD h₂.2 w
    have cs : (u ⬝ᵥ w) ^ 2 ≤ (u ⬝ᵥ u) * (w ⬝ᵥ w) := by
      simpa only [dotProduct, pow_two] using
        Finset.sum_mul_sq_le_sq_mul_sq Finset.univ u w
    have := mul_le_mul_of_nonneg_left cs hk
    exact le_of_mul_le_mul_right (by linarith) hw
```

## $D$ is positive definite

In the quadratic model, this means that the energy without the long-wavelength Hartree term already has a stable minimum. By hand, an eigenvector $w$ of $D$ for $d_1$ gives $0<w\cdot Dw=d_1|w|^2$, so $d_1>0$. Hence $0<d_1\le a\le d_2$, and the four estimates can be divided:

$$\frac{d_1+\kappa|u|^2}{d_2}\le\frac ba\le\frac{d_2+\kappa|u|^2}{d_1}.$$

`condition_number_bounds` follows the same route, with `div_le_div₀` for the division.

```lean
/-- For positive definite `D` in dimension at least two, the ratio `b/a` of extreme Hessian
eigenvalues lies between `(d₁ + L²|u|²/π)/d₂` and `(d₂ + L²|u|²/π)/d₁`, where `d₁` and `d₂`
are the smallest and largest eigenvalues of `D`. -/
theorem condition_number_bounds [Nontrivial ι] {D : Matrix ι ι ℝ} (hD : D.PosDef)
    (u : ι → ℝ) (L : ℝ) {d₁ d₂ a b : ℝ}
    (h₁ : IsLeast (eigenvalueSet D) d₁) (h₂ : IsGreatest (eigenvalueSet D) d₂)
    (ha : IsLeast (eigenvalueSet (hartreeHessian D u L)) a)
    (hb : IsGreatest (eigenvalueSet (hartreeHessian D u L)) b) :
    0 < d₁ ∧ (d₁ + L ^ 2 / π * (u ⬝ᵥ u)) / d₂ ≤ b / a ∧
      b / a ≤ (d₂ + L ^ 2 / π * (u ⬝ᵥ u)) / d₁ := by
  have hd : 0 < d₁ := by
    obtain ⟨w, hw, h⟩ := h₁.1
    have hp := hD.dotProduct_mulVec_pos hw
    rw [star_trivial, h, dotProduct_smul, smul_eq_mul] at hp
    have hn : 0 ≤ w ⬝ᵥ w := Finset.sum_nonneg fun i _ => mul_self_nonneg _
    exact lt_of_mul_lt_mul_right (by linarith) hn
  obtain ⟨⟨l₁, l₂⟩, l₃, l₄⟩ := hessian_eigenvalue_bounds hD.isHermitian u L h₁ h₂ ha hb
  have hab := hb.2 ha.1
  exact ⟨hd, div_le_div₀ (by linarith) l₃ (by linarith) l₂,
    div_le_div₀ (by linarith) l₄ hd l₁⟩
```

Dropping the positive $d_1$ from the left numerator gives the strict bound stated at the start, with $d=d_2$.

```lean
/-- Hartree stiffening: for positive definite `D` with largest eigenvalue `d`, in dimension at
least two, the ratio of largest to smallest Hessian eigenvalue exceeds `L²|u|²/(π d)`. -/
theorem hartree_stiffening [Nontrivial ι] {D : Matrix ι ι ℝ} (hD : D.PosDef)
    (u : ι → ℝ) (L : ℝ) {d a b : ℝ} (hd : IsGreatest (eigenvalueSet D) d)
    (ha : IsLeast (eigenvalueSet (hartreeHessian D u L)) a)
    (hb : IsGreatest (eigenvalueSet (hartreeHessian D u L)) b) :
    L ^ 2 * (u ⬝ᵥ u) / (π * d) < b / a := by
  obtain ⟨d₁, _, h₁, _⟩ := extreme_eigenvalues_exist hD.isHermitian
  obtain ⟨hpos, hlow, _⟩ := condition_number_bounds hD u L h₁ hd ha hb
  have hdpos : 0 < d := lt_of_lt_of_le hpos (hd.2 h₁.1)
  refine lt_of_lt_of_le ?_ hlow
  rw [← div_div, mul_div_right_comm]
  exact div_lt_div_of_pos_right (by linarith) hdpos
```

An unstable $D$ can break it. For $D=\mathrm{diag}(-1,1)$, $u=(1,0)$ and $\kappa=2$, the Hessian is the identity with ratio 1, while the bound would demand more than 2.

Neither $L>0$ nor $u\ne0$ is assumed. If either vanishes, the bound only says that $b/a$ is positive.

## An isotropic $D$ fixes the ratio

If $D=\delta\mathbf 1$ with $\delta>0$, then $d_1=d_2=\delta$. In dimension at least two the lower and upper estimates coincide, and $b/a=1+L^2|u|^2/(\pi\delta)$. The proof finds that $\delta$ is the only eigenvalue of $D$ and combines the two inequalities.

```lean
/-- For an isotropic short-range part `D = δ·1` with `δ > 0`, in dimension at least two, the
ratio of extreme Hessian eigenvalues is exactly `1 + L²|u|²/(π δ)`. -/
theorem isotropic_condition_number [Nontrivial ι] {δ : ℝ} (hδ : 0 < δ)
    (u : ι → ℝ) (L : ℝ) {a b : ℝ}
    (ha : IsLeast (eigenvalueSet (hartreeHessian (δ • (1 : Matrix ι ι ℝ)) u L)) a)
    (hb : IsGreatest (eigenvalueSet (hartreeHessian (δ • (1 : Matrix ι ι ℝ)) u L)) b) :
    b / a = 1 + L ^ 2 * (u ⬝ᵥ u) / (π * δ) := by
  have hs : eigenvalueSet (δ • (1 : Matrix ι ι ℝ)) = {δ} := by
    ext μ
    rw [Set.mem_singleton_iff]
    constructor
    · rintro ⟨w, hw, h⟩
      rw [Matrix.smul_mulVec, Matrix.one_mulVec] at h
      exact (smul_left_injective ℝ hw h).symm
    · rintro rfl
      exact ⟨1, one_ne_zero, by rw [Matrix.smul_mulVec, Matrix.one_mulVec]⟩
  have hD : (δ • (1 : Matrix ι ι ℝ)).PosDef := Matrix.PosDef.one.smul hδ
  -- the lower and upper estimates coincide
  obtain ⟨_, h₁, h₂⟩ := condition_number_bounds hD u L
    (by rw [hs]; exact isLeast_singleton) (by rw [hs]; exact isGreatest_singleton) ha hb
  rw [le_antisymm h₂ h₁, add_div, div_self hδ.ne', ← div_div, mul_div_right_comm (L ^ 2)]

end HartreeStiffening
```

```lean
#print axioms HartreeStiffening.condition_number_bounds
#print axioms HartreeStiffening.hartree_stiffening
#print axioms HartreeStiffening.isotropic_condition_number
```

```
'HartreeStiffening.condition_number_bounds' depends on axioms: [propext, Classical.choice, Quot.sound]
'HartreeStiffening.hartree_stiffening' depends on axioms: [propext, Classical.choice, Quot.sound]
'HartreeStiffening.isotropic_condition_number' depends on axioms: [propext, Classical.choice, Quot.sound]
```

## Several long-wavelength modes

The same argument by hand covers $H=D+\sum_{k=1}^r\kappa_k\,u_ku_k^{\mathsf T}$ with $\kappa_k\ge0$, provided that $r$ is smaller than the number of parameters. Some nonzero direction is then orthogonal to every $u_k$, so $a\le d_2$. The curvature along each nonzero $u_k$ gives $b\ge d_1+\kappa_k|u_k|^2$, and for positive definite $D$ the largest $\kappa_k|u_k|^2$ gives a lower bound on $b/a$.
